# Coulomb and exchange sums over tensor-hypercontracted integrals are sums over pairs of grid points

To evaluate the two-body energy of a walker in auxiliary-field Monte Carlo with tensor-hypercontracted integrals, one can carry its Green's function from the orbitals to the grid and then sum over pairs of grid points. The file below proves that, for finitely many orbitals and grid points and integrals exactly of this form, the result equals the full contraction over four orbital indices.

```lean
import Mathlib

open Matrix

namespace TensorHypercontraction

variable {R n m : Type*} [CommRing R] [Fintype n] [Fintype m]

/-- The two-electron integral `(pq,rs)` in tensor-hypercontracted form, with orbital
values `X` on the grid points and the grid interaction `M`. -/
def thc (X : Matrix n m R) (M : Matrix m m R) (p q r s : n) : R :=
  ∑ u, ∑ v, X p u * X q u * M u v * X r v * X s v

/-- The Green's function carried from the orbitals to the grid, `Y = Xᵀ G X`. -/
def gridGreen (X : Matrix n m R) (G : Matrix n n R) : Matrix m m R :=
  Xᵀ * G * X

/-- The Coulomb matrix `J_pq`, the sum of `(pq,rs) H_rs` over `r` and `s`. -/
def coulombMatrix (V : n → n → n → n → R) (H : Matrix n n R) : Matrix n n R :=
  fun p q => ∑ r, ∑ s, V p q r s * H r s

/-- The exchange matrix `K_ps`, the sum of `(pq,rs) H_rq` over `r` and `q`. -/
def exchangeMatrix (V : n → n → n → n → R) (H : Matrix n n R) : Matrix n n R :=
  fun p s => ∑ r, ∑ q, V p q r s * H r q

/-- The Coulomb sum of `(pq,rs) G_pq H_rs` over all four orbital indices. -/
def coulombSum (V : n → n → n → n → R) (G H : Matrix n n R) : R :=
  ∑ p, ∑ q, ∑ r, ∑ s, V p q r s * G p q * H r s

/-- The exchange sum of `(pq,rs) G_ps H_rq` over all four orbital indices. -/
def exchangeSum (V : n → n → n → n → R) (G H : Matrix n n R) : R :=
  ∑ p, ∑ q, ∑ r, ∑ s, V p q r s * G p s * H r q

/-- A double sum over orbitals and a double sum over grid points can be interchanged. -/
theorem sum_orbital_grid_comm (f : n → n → m → m → R) :
    ∑ r, ∑ s, ∑ u, ∑ v, f r s u v = ∑ u, ∑ v, ∑ r, ∑ s, f r s u v := by
  calc ∑ r, ∑ s, ∑ u, ∑ v, f r s u v
      = ∑ r, ∑ u, ∑ s, ∑ v, f r s u v :=
        Finset.sum_congr rfl fun _ _ => Finset.sum_comm
    _ = ∑ u, ∑ r, ∑ s, ∑ v, f r s u v := Finset.sum_comm
    _ = ∑ u, ∑ r, ∑ v, ∑ s, f r s u v :=
        Finset.sum_congr rfl fun _ _ => Finset.sum_congr rfl fun _ _ => Finset.sum_comm
    _ = ∑ u, ∑ v, ∑ r, ∑ s, f r s u v :=
        Finset.sum_congr rfl fun _ _ => Finset.sum_comm

omit [Fintype m] in
/-- The grid Green's function between points `u` and `v` is the sum of
`X_pu G_pq X_qv` over the orbitals. -/
theorem gridGreen_apply (X : Matrix n m R) (G : Matrix n n R) (u v : m) :
    gridGreen X G u v = ∑ p, ∑ q, X p u * G p q * X q v := by
  simp only [gridGreen, Matrix.mul_apply, Matrix.transpose_apply, Finset.sum_mul]
  exact Finset.sum_comm

/-- For hypercontracted integrals the Coulomb matrix needs only the diagonal of the
grid Green's function. -/
theorem coulombMatrix_thc (X : Matrix n m R) (M : Matrix m m R) (H : Matrix n n R)
    (p q : n) :
    coulombMatrix (thc X M) H p q =
      ∑ u, ∑ v, X p u * X q u * (M u v * gridGreen X H v v) := by
  simp only [coulombMatrix, thc, Finset.sum_mul]
  rw [sum_orbital_grid_comm]
  refine Finset.sum_congr rfl fun u _ => Finset.sum_congr rfl fun v _ => ?_
  rw [gridGreen_apply]
  simp only [Finset.mul_sum]
  refine Finset.sum_congr rfl fun r _ => Finset.sum_congr rfl fun s _ => ?_
  ring

/-- For hypercontracted integrals the exchange matrix is built from the entrywise
product of `M` with the transposed grid Green's function. -/
theorem exchangeMatrix_thc (X : Matrix n m R) (M : Matrix m m R) (H : Matrix n n R)
    (p s : n) :
    exchangeMatrix (thc X M) H p s =
      ∑ u, ∑ v, X p u * X s v * (M u v * gridGreen X H v u) := by
  simp only [exchangeMatrix, thc, Finset.sum_mul]
  rw [sum_orbital_grid_comm]
  refine Finset.sum_congr rfl fun u _ => Finset.sum_congr rfl fun v _ => ?_
  rw [gridGreen_apply]
  simp only [Finset.mul_sum]
  refine Finset.sum_congr rfl fun r _ => Finset.sum_congr rfl fun q _ => ?_
  ring

/-- The Coulomb sum of two Green's functions over hypercontracted integrals is the
grid sum of `M_uv Y_uu Y'_vv`, with `Y` and `Y'` their grid forms. -/
theorem coulombSum_thc (X : Matrix n m R) (M : Matrix m m R) (G H : Matrix n n R) :
    coulombSum (thc X M) G H =
      ∑ u, ∑ v, M u v * gridGreen X G u u * gridGreen X H v v := by
  -- contract the second Green's function first
  have h : coulombSum (thc X M) G H =
      ∑ p, ∑ q, G p q * coulombMatrix (thc X M) H p q := by
    simp only [coulombSum, coulombMatrix, Finset.mul_sum]
    refine Finset.sum_congr rfl fun p _ => Finset.sum_congr rfl fun q _ =>
      Finset.sum_congr rfl fun r _ => Finset.sum_congr rfl fun s _ => ?_
    ring
  rw [h]
  simp only [coulombMatrix_thc, Finset.mul_sum]
  rw [sum_orbital_grid_comm]
  refine Finset.sum_congr rfl fun u _ => Finset.sum_congr rfl fun v _ => ?_
  rw [gridGreen_apply X G u u]
  simp only [Finset.mul_sum, Finset.sum_mul]
  refine Finset.sum_congr rfl fun p _ => Finset.sum_congr rfl fun q _ => ?_
  ring

/-- The exchange sum of two Green's functions over hypercontracted integrals is the
grid sum of `M_uv Y_uv Y'_vu`, with `Y` and `Y'` their grid forms. -/
theorem exchangeSum_thc (X : Matrix n m R) (M : Matrix m m R) (G H : Matrix n n R) :
    exchangeSum (thc X M) G H =
      ∑ u, ∑ v, M u v * gridGreen X G u v * gridGreen X H v u := by
  -- bring the sum over s in front of those over r and q
  have swap (f : n → n → n → R) :
      ∑ q, ∑ r, ∑ s, f q r s = ∑ s, ∑ r, ∑ q, f q r s := by
    calc ∑ q, ∑ r, ∑ s, f q r s
        = ∑ q, ∑ s, ∑ r, f q r s := Finset.sum_congr rfl fun _ _ => Finset.sum_comm
      _ = ∑ s, ∑ q, ∑ r, f q r s := Finset.sum_comm
      _ = ∑ s, ∑ r, ∑ q, f q r s := Finset.sum_congr rfl fun _ _ => Finset.sum_comm
  have h : exchangeSum (thc X M) G H =
      ∑ p, ∑ s, G p s * exchangeMatrix (thc X M) H p s := by
    simp only [exchangeSum, exchangeMatrix, Finset.mul_sum]
    refine Finset.sum_congr rfl fun p _ => ?_
    rw [swap]
    refine Finset.sum_congr rfl fun s _ => Finset.sum_congr rfl fun r _ =>
      Finset.sum_congr rfl fun q _ => ?_
    ring
  rw [h]
  simp only [exchangeMatrix_thc, Finset.mul_sum]
  rw [sum_orbital_grid_comm]
  refine Finset.sum_congr rfl fun u _ => Finset.sum_congr rfl fun v _ => ?_
  rw [gridGreen_apply X G u v]
  simp only [Finset.mul_sum, Finset.sum_mul]
  refine Finset.sum_congr rfl fun p _ => Finset.sum_congr rfl fun s _ => ?_
  ring

/-- Coulomb minus exchange for one Green's function is the grid interaction contracted
with the two-by-two minors `Y_uu Y_vv - Y_uv Y_vu`. -/
theorem coulomb_sub_exchange_thc (X : Matrix n m R) (M : Matrix m m R)
    (G : Matrix n n R) :
    coulombSum (thc X M) G G - exchangeSum (thc X M) G G =
      ∑ u, ∑ v, M u v * (gridGreen X G u u * gridGreen X G v v
        - gridGreen X G u v * gridGreen X G v u) := by
  rw [coulombSum_thc, exchangeSum_thc]
  simp only [← Finset.sum_sub_distrib]
  refine Finset.sum_congr rfl fun u _ => Finset.sum_congr rfl fun v _ => ?_
  ring

/-- If the grid interaction factorises as `M = L Lᵀ`, the Coulomb sum of a Green's function with
itself is a sum of squares, one for each column of `L`. -/
theorem coulombSum_cholesky {k : Type*} [Fintype k] (X : Matrix n m R)
    (L : Matrix m k R) (G : Matrix n n R) :
    coulombSum (thc X (L * Lᵀ)) G G =
      ∑ g, (∑ u, L u g * gridGreen X G u u) ^ 2 := by
  rw [coulombSum_thc]
  simp only [Matrix.mul_apply, Matrix.transpose_apply, Finset.sum_mul]
  -- move the sum over Cholesky vectors to the front
  rw [Finset.sum_congr rfl fun u _ => Finset.sum_comm, Finset.sum_comm]
  refine Finset.sum_congr rfl fun g _ => ?_
  rw [sq, Finset.sum_mul_sum]
  refine Finset.sum_congr rfl fun u _ => Finset.sum_congr rfl fun v _ => ?_
  ring

/-- For a rank-one Green's function `G_pq = φ_p ψ_q` the Coulomb and exchange sums
are equal, whatever the two-electron integrals. -/
theorem coulombSum_eq_exchangeSum_of_rank_one (V : n → n → n → n → R) (φ ψ : n → R) :
    coulombSum V (vecMulVec φ ψ) (vecMulVec φ ψ) =
      exchangeSum V (vecMulVec φ ψ) (vecMulVec φ ψ) := by
  simp only [coulombSum, exchangeSum, Matrix.vecMulVec_apply]
  refine Finset.sum_congr rfl fun p _ => Finset.sum_congr rfl fun q _ =>
    Finset.sum_congr rfl fun r _ => Finset.sum_congr rfl fun s _ => ?_
  ring

end TensorHypercontraction
```

```lean
#print axioms TensorHypercontraction.coulomb_sub_exchange_thc
#print axioms TensorHypercontraction.coulombSum_cholesky
#print axioms TensorHypercontraction.coulombSum_eq_exchangeSum_of_rank_one
```

```
'TensorHypercontraction.coulomb_sub_exchange_thc' depends on axioms: [propext, Classical.choice, Quot.sound]
'TensorHypercontraction.coulombSum_cholesky' depends on axioms: [propext, Classical.choice, Quot.sound]
'TensorHypercontraction.coulombSum_eq_exchangeSum_of_rank_one' depends on axioms: [propext, Classical.choice, Quot.sound]
```

## Integrals and Green's functions as matrices

The finite type `n` labels orbitals $p,q,r,s$, and the finite type `m` labels grid points $u,v$. The entry $X_{pu}$ is the value of orbital $p$ at point $u$, with any quadrature weight absorbed into $X$ or $M$, and $M_{uv}$ is the effective interaction between two points. The definition `thc X M p q r s` is

$$(pq,rs)=\sum_{uv}X_{pu}X_{qu}M_{uv}X_{rv}X_{sv}.$$

The pair $pq$ belongs to the first electron and $rs$ to the second. There are no complex conjugates, which suits real orbitals. The entries lie in a commutative ring `R`, so a complex Green's function is allowed when `R` is taken to be the complex numbers. Neither $M$ nor the Green's functions need be symmetric.

For a single-determinant trial state $\Psi_T$ and a walker $\Phi$, also a single determinant, with non-zero overlap, the physical Green's function is $G_{pq}=\langle\Psi_T|c_p^\dagger c_q|\Phi\rangle/\langle\Psi_T|\Phi\rangle$. For one spin species, Wick's theorem gives the two-body energy

$$E_2=\tfrac12\sum_{pqrs}(pq,rs)\,(G_{pq}G_{rs}-G_{ps}G_{rq}).$$

The file starts from the two sums in this expression. It contains neither Wick's theorem nor the factor $\tfrac12$, and its `G` is an arbitrary matrix. A second matrix `H` allows for two different Green's functions, such as those of the two spins in the Coulomb term:

- `coulombSum V G H` is $\sum_{pqrs}V_{pqrs}G_{pq}H_{rs}$.
- `exchangeSum V G H` is $\sum_{pqrs}V_{pqrs}G_{ps}H_{rq}$.

Both are defined for any four-index array `V`; the factorised form enters only when `V` is `thc X M`. In practice hypercontraction is usually a fit to the true integrals, and the theorems say nothing about the error of that fit.

## From four orbital indices to two grid points

Define $Y=X^{T}GX$ and $Y'=X^{T}HX$, which are `gridGreen X G` and `gridGreen X H`. Entry by entry,

$$Y_{uv}=\sum_{pq}X_{pu}G_{pq}X_{qv}.$$

For the Coulomb sum, first contract $H$ with the integrals. Since all sums are finite, the grid sums can be moved to the front:

$$J_{pq}=\sum_{rs}(pq,rs)H_{rs}
=\sum_{uv}X_{pu}X_{qu}M_{uv}\sum_{rs}X_{rv}H_{rs}X_{sv}
=\sum_{uv}X_{pu}X_{qu}M_{uv}Y'_{vv}.$$

Both orbitals of the second electron sit at the same point $v$, so only the diagonal of $Y'$ appears. Contracting with $G$ does the same for the first electron:

$$\sum_{pq}G_{pq}J_{pq}
=\sum_{uv}M_{uv}Y'_{vv}\sum_{pq}X_{pu}G_{pq}X_{qu}
=\sum_{uv}M_{uv}Y_{uu}Y'_{vv}.$$

In the exchange sum each Green's function joins an orbital of one electron to an orbital of the other, and so joins $u$ to $v$:

$$K_{ps}=\sum_{rq}(pq,rs)H_{rq}
=\sum_{uv}X_{pu}X_{sv}M_{uv}\sum_{rq}X_{rv}H_{rq}X_{qu}
=\sum_{uv}X_{pu}X_{sv}M_{uv}Y'_{vu}.$$

The remaining contraction gives

$$\sum_{ps}G_{ps}K_{ps}
=\sum_{uv}M_{uv}Y'_{vu}\sum_{ps}X_{pu}G_{ps}X_{sv}
=\sum_{uv}M_{uv}Y_{uv}Y'_{vu}.$$

These are `coulombSum_thc` and `exchangeSum_thc`. Setting $H=G$ gives $\sum_{uv}M_{uv}Y_{uu}Y_{vv}$ and $\sum_{uv}M_{uv}Y_{uv}Y_{vu}$.

With $N$ orbitals and $P$ grid points, dense matrix products form $Y$ in about $N^2P+NP^2$ multiplications, and the two final sums take of order $P^2$ more. A direct contraction runs over $N^4$ index combinations.

## Minors, squares and self-interaction

For $H=G$, subtracting the two results gives `coulomb_sub_exchange_thc`:

$$\sum_{uv}M_{uv}\,(Y_{uu}Y_{vv}-Y_{uv}Y_{vu}).$$

The bracket is a two-by-two minor of $Y$. It vanishes at $u=v$, so the diagonal of $M$ does not contribute to the difference.

If $M=LL^{T}$, with the columns of $L$ labelled by $g$, then $M_{uv}=\sum_g L_{ug}L_{vg}$ and the Coulomb sum with $H=G$ becomes

$$\sum_g\Big(\sum_u L_{ug}Y_{uu}\Big)\Big(\sum_v L_{vg}Y_{vv}\Big)
=\sum_g\Big(\sum_u L_{ug}Y_{uu}\Big)^2.$$

This is `coulombSum_cholesky`. The factorisation of $M$ is assumed; for real matrices it requires $M$ to be symmetric and positive semidefinite. $L$ need not be triangular. For a complex Green's function these are ordinary squares, not squared moduli.

The last theorem holds for any array `V`. If $G_{pq}=\varphi_p\psi_q$, which is `vecMulVec φ ψ`, then

$$G_{pq}G_{rs}=\varphi_p\psi_q\varphi_r\psi_s=G_{ps}G_{rq},$$

so the Coulomb and exchange sums agree term by term. A single electron of one spin has a Green's function of this form, with $\varphi_p$ coming from the trial state and $\psi_q$ from the walker, and its spurious interaction with itself cancels.

## Two orbitals on two grid points

Take

$$X=\begin{pmatrix}1&1\\0&1\end{pmatrix},\quad
M=\begin{pmatrix}0&1\\1&0\end{pmatrix},\quad
G=\begin{pmatrix}1&1\\0&1\end{pmatrix},\quad
Y=X^{T}GX=\begin{pmatrix}1&2\\1&3\end{pmatrix}.$$

These matrices are chosen for easy arithmetic and do not describe a physical system: in orthonormal orbitals the single-determinant Green's function defined above satisfies $G^2=G$, which this $G$ does not. The grid formulas give $2Y_{11}Y_{22}=6$ for the Coulomb sum and $2Y_{12}Y_{21}=4$ for the exchange sum.

For the direct sums, the integrals are $(pq,rs)=\delta_{p1}\delta_{q1}+\delta_{r1}\delta_{s1}$. The Coulomb sum is therefore $2G_{11}\sum_{rs}G_{rs}=2\cdot1\cdot3=6$. In the exchange sum each of the two terms gives the first row sum of $G$ times its first column sum, $2\cdot1=2$, and the total is $4$. The difference, $2$, is also $2\det Y$, as the formula with minors requires.

## How the Lean proof follows the contraction

`sum_orbital_grid_comm` moves a double orbital sum past a double grid sum by four exchanges of neighbouring sums, each an application of `Finset.sum_comm`. `gridGreen_apply` expands the matrix product $X^{T}GX$ into the entrywise formula for $Y_{uv}$.

`coulombMatrix_thc` and `exchangeMatrix_thc` are the formulas for $J_{pq}$ and $K_{ps}$. Each proof unfolds the definitions, brings the grid sums to the front and uses `Finset.sum_congr` to compare the two sides at fixed $u$ and $v$. After `gridGreen_apply` has expanded $Y'$, the summands differ only in the order of their factors, and `ring` identifies them.

The two main theorems contract the second Green's function first, as above. In each, the intermediate statement `h` rewrites the four-index sum as $\sum_{pq}G_{pq}J_{pq}$ or $\sum_{ps}G_{ps}K_{ps}$. The exchange case needs the local lemma `swap`, because the definition sums in the order $q,r,s$ while $K_{ps}$ requires $s$ outside $r$ and $q$. The matrix lemma is then inserted, the sums are interchanged again, and the remaining orbital sum is recognised as $Y_{uu}$ or $Y_{uv}$.

The formula with minors follows by rewriting with both main theorems and combining the sums. For the Cholesky form, the sum over $g$ is moved to the front and `Finset.sum_mul_sum` expands the square into a double sum over $u$ and $v$. The rank-one theorem needs no interchange of sums: its two summands are the same product in a different order.
